# With k basins of probability at least p each, log(k/δ)/p independent random starts find every muon site with probability at least 1 − δ

A search for muon sites is represented here by the list of basins that its relaxations reach. The starting positions, the energy surface and the relaxation algorithm enter only through one number per basin: the probability q(b) that a single random start relaxes into basin b. If starting points are drawn uniformly from the unit cell, q(b) is the fraction of the cell's volume that drains into that candidate site. Independence of the starts means that the probability of a list is the product of the probabilities of its entries.

In this model, with k basins and a known lower bound p > 0 on their probabilities, the result tells a planner of electronic-structure calculations how many relaxations are enough to find every site with probability at least 1 − δ. If k is not known in advance, 1/p can take its place in the formula, because k probabilities of at least p with sum one require k ≤ 1/p. The bound p stands for the capture probability of the hardest site to hit. It is assumed here, not derived, and it must hold for every basin of the model, including any that are of no interest.

## Searches as lists of basins

```lean
import Mathlib

open Finset

namespace MuonSiteSearch

noncomputable section

variable {ι : Type*} [Fintype ι] {n : ℕ}

open Classical in
/-- The probability of an event `E` in a search of `n` independent starts, when a single start
reaches basin `b` with probability `q b`: each sequence `s` of basins has weight `∏ q (s i)`. -/
def prob (q : ι → ℝ) (E : (Fin n → ι) → Prop) : ℝ :=
  ∑ s, if E s then ∏ i, q (s i) else 0
```

The type `ι` is the set of basins, and `Fintype ι` says that it is finite. Its number of elements, k, appears later as `Fintype.card ι`. A search `s : Fin n → ι` assigns a basin to each start, numbered 0 to n − 1 as in Lean. Its weight is

w(s) = q(s(0)) · q(s(1)) · … · q(s(n−1)).

An event `E` is a yes-or-no property of searches, which is what the type `(Fin n → ι) → Prop` expresses. Its probability is the sum of the weights of the searches that have the property:

P(E) = ∑ w(s), over all s for which E(s) holds.

The definition accepts any real function `q`. Where a theorem needs the values to be nonnegative or to sum to one, this is either a hypothesis or is proved from what the theorem assumes. Every start must end in one of the listed basins, so the model has no outcome for a relaxation that fails to converge.

```lean
/-- None of the `n` starts relaxes into basin `b`. -/
def MissesSite (n : ℕ) (b : ι) (s : Fin n → ι) : Prop := ∀ i, s i ≠ b
```

The first event concerns one basin b: for every start i, the basin s(i) is different from b. The symbol `∀` reads "for all".

```lean
/-- At least one basin is missed by all `n` starts. -/
def SomeMissed (n : ℕ) (s : Fin n → ι) : Prop := ∃ b, MissesSite n b s
```

The second event is an incomplete search: there is a basin b (`∃` reads "there exists") that every start misses.

```lean
/-- Every basin is reached by at least one of the `n` starts. -/
def AllFound (n : ℕ) (s : Fin n → ι) : Prop := ∀ b, ∃ i, s i = b
```

The third event is success: for every basin b there is a start i with s(i) = b. These definitions keep the order of the two quantifiers visible. The start that finds b may depend on b.

## Complete and incomplete searches

```lean
/-- If the basin probabilities sum to one, the probabilities of a complete and of an
incomplete search sum to one. -/
theorem prob_found_add_missed {q : ι → ℝ} (hq : ∑ b, q b = 1) (n : ℕ) :
    prob q (AllFound n) + prob q (SomeMissed n) = 1 := by
  have h := Fintype.sum_pow q n
  rw [hq, one_pow] at h
  refine Eq.trans ?_ h.symm
  unfold prob
  rw [← sum_add_distrib]
  refine sum_congr rfl fun s _ => ?_
  -- each outcome is either complete or incomplete
  by_cases hs : AllFound n s
  · have hc : ¬ SomeMissed n s := by
      rintro ⟨b, hb⟩
      obtain ⟨i, hi⟩ := hs b
      exact hb i hi
    rw [if_pos hs, if_neg hc, add_zero]
  · have hc : SomeMissed n s := by
      by_contra hc
      refine hs fun b => ?_
      by_contra hb
      exact hc ⟨b, fun i hi => hb ⟨i, hi⟩⟩
    rw [if_neg hs, if_pos hc, zero_add]
```

A Lean theorem lists its hypotheses before the colon and its conclusion after it; the proof follows `:= by`. Here the hypothesis `hq` is ∑ q(b) = 1, and the conclusion is

P(all found) + P(some missed) = 1.

By hand, each search is either complete or incomplete and never both, so the two probabilities together add up all the weights. The total weight is

∑ w(s) = (∑ q(b))ⁿ = 1ⁿ = 1.

The first equality is the Mathlib theorem `Fintype.sum_pow`, and it deserves a closer look. For any function f on the basins it says

(∑ f(b))ⁿ = ∑ f(s(0)) · … · f(s(n−1)),

where the right-hand sum runs over all lists s. It is the expansion of a product of n identical brackets: a list s records which term was picked from each bracket. For two basins a and b and two starts it reads

(f(a) + f(b))² = f(a)f(a) + f(a)f(b) + f(b)f(a) + f(b)f(b).

Nothing in it requires f to be a probability, and the next theorem uses this freedom.

In the proof, `h` holds this expansion with the left side replaced by 1. The two probabilities are merged into one sum by `sum_add_distrib`, and `sum_congr` reduces the claim to a single search s. The tactic `by_cases` then splits into complete and incomplete searches. In either case one event contributes w(s) and the other contributes 0.

## The probability of missing one basin

```lean
/-- If the basin probabilities sum to one, `n` independent starts all miss basin `b` with
probability `(1 - q b) ^ n`. -/
theorem prob_missesSite {q : ι → ℝ} (hq : ∑ b, q b = 1) (n : ℕ) (b : ι) :
    prob q (MissesSite n b) = (1 - q b) ^ n := by
  classical
  -- without basin `b` the remaining weight is `1 - q b`
  have hg : ∑ a, (if a = b then (0 : ℝ) else q a) = 1 - q b := by
    have h : ∀ a, (if a = b then (0 : ℝ) else q a)
        = q a - (if a = b then q a else 0) := by
      intro a
      split_ifs <;> simp
    rw [sum_congr rfl (fun a _ => h a), sum_sub_distrib, hq]
    simp
  rw [← hg, Fintype.sum_pow]
  unfold prob
  refine sum_congr rfl fun s _ => ?_
  by_cases h : MissesSite n b s
  · rw [if_pos h]
    refine prod_congr rfl fun i _ => ?_
    rw [if_neg (h i)]
  · rw [if_neg h]
    obtain ⟨i, hi⟩ : ∃ i, s i = b := by
      by_contra hc
      exact h (fun i hi => hc ⟨i, hi⟩)
    symm
    exact prod_eq_zero (mem_univ i) (if_pos hi)
```

For a fixed basin b the theorem gives an exact value:

P(b missed) = (1 − q(b))ⁿ.

By hand, a single start avoids b with probability 1 − q(b), and n independent starts all do so with the n-th power of that. The Lean proof obtains the power from the same expansion. Define f to agree with q except that f(b) = 0. Then

∑ f(a) = 1 − q(b),

which is the statement `hg`. Raising this to the n-th power and expanding gives a sum over all lists. A list that avoids b contributes its full weight w(s), while a list that contains b has a factor f(b) = 0 and contributes nothing. These are the two branches of `by_cases`; the second ends with `prod_eq_zero`, the rule that a product with a zero factor vanishes.

## The union bound

```lean
/-- Union bound: for nonnegative basin probabilities, the probability of an incomplete search
is at most the sum over basins of the probability of missing that basin. -/
theorem prob_missed_le_sum {q : ι → ℝ} (h0 : ∀ b, 0 ≤ q b) (n : ℕ) :
    prob q (SomeMissed n) ≤ ∑ b, prob q (MissesSite n b) := by
  classical
  unfold prob
  rw [sum_comm]
  refine sum_le_sum fun s _ => ?_
  have hpos : ∀ (P : Prop) [Decidable P], 0 ≤ if P then ∏ i, q (s i) else 0 := by
    intro P _
    split_ifs
    · exact prod_nonneg fun i _ => h0 (s i)
    · exact le_rfl
  by_cases h : SomeMissed n s
  · rw [if_pos h]
    obtain ⟨b, hb⟩ := h
    -- the term of the missed basin `b` alone suffices
    refine le_trans ?_ (single_le_sum (fun c _ => hpos _) (mem_univ b))
    simp only [if_pos hb, le_refl]
  · rw [if_neg h]
    exact sum_nonneg fun c _ => hpos _
```

The hypothesis `h0` says that every q(b) is nonnegative. The conclusion is

P(some missed) ≤ ∑ P(b missed), summed over the basins b.

By hand, let m(s) be the number of basins that s misses. On the left, s contributes w(s) if m(s) ≥ 1 and 0 otherwise. On the right it contributes m(s) · w(s), which is at least as large because w(s) ≥ 0.

The proof exchanges the two sums on the right with `sum_comm`, so that both sides can be compared search by search. For an incomplete search it picks one missed basin and uses `single_le_sum`: one term of a sum of nonnegative terms is at most the whole sum. For a complete search the left side is 0.

## The exponential bound

```lean
/-- If the basin probabilities sum to one and each is at least `p ≥ 0`, then `n` independent
starts miss at least one of the `k` basins with probability at most `k exp (-p n)`. -/
theorem prob_missed_le_exp {q : ι → ℝ} {p : ℝ} (hq : ∑ b, q b = 1) (hp : 0 ≤ p)
    (hpq : ∀ b, p ≤ q b) (n : ℕ) :
    prob q (SomeMissed n) ≤ Fintype.card ι * Real.exp (-(p * n)) := by
  have h0 : ∀ b, 0 ≤ q b := fun b => hp.trans (hpq b)
  calc prob q (SomeMissed n) ≤ ∑ b, prob q (MissesSite n b) := prob_missed_le_sum h0 n
    _ ≤ ∑ _b : ι, Real.exp (-(p * n)) := by
        refine sum_le_sum fun b _ => ?_
        rw [prob_missesSite hq n b]
        have h1 := single_le_sum (f := q) (fun a _ => h0 a) (mem_univ b)
        rw [hq] at h1
        have h2 : 1 - q b ≤ Real.exp (-p) := by
          linarith [Real.add_one_le_exp (-p), hpq b]
        calc (1 - q b) ^ n ≤ Real.exp (-p) ^ n :=
              pow_le_pow_left₀ (by linarith) h2 n
          _ = Real.exp (-(p * n)) := by
              rw [← Real.exp_nat_mul]
              congr 1
              ring
    _ = Fintype.card ι * Real.exp (-(p * n)) := by
        rw [sum_const, card_univ, nsmul_eq_mul]
```

With ∑ q(b) = 1 and 0 ≤ p ≤ q(b) for all b, the probability of an incomplete search satisfies

P(some missed) ≤ k exp(−pn).

The tangent-line inequality 1 + x ≤ exp(x), taken at x = −p, gives

1 − q(b) ≤ 1 − p ≤ exp(−p).

Since q(b) ≤ 1, the left side is nonnegative, and raising to the n-th power preserves the order:

(1 − q(b))ⁿ ≤ exp(−p)ⁿ = exp(−pn).

Summing over k basins gives the bound. The `calc` block is this chain written line by line, with a justification after each `:=`. Inside it, `h1` is q(b) ≤ 1, which follows because one term of a nonnegative sum cannot exceed the total, and `h2` is the tangent-line estimate. The tactic `linarith` closes goals that follow from known inequalities by linear arithmetic.

## How many starts suffice

```lean
/-- Cost of a site search: if the probabilities of the `k` basins sum to one and each is at
least `p > 0`, then for `δ > 0` any `n ≥ log (k / δ) / p` independent starts find every site
with probability at least `1 - δ`. -/
theorem search_cost {q : ι → ℝ} {p δ : ℝ} (hq : ∑ b, q b = 1) (hp : 0 < p)
    (hpq : ∀ b, p ≤ q b) (hδ : 0 < δ)
    (hn : Real.log (Fintype.card ι / δ) / p ≤ n) :
    1 - δ ≤ prob q (AllFound n) := by
  have hk : (0 : ℝ) < Fintype.card ι := by
    rcases isEmpty_or_nonempty ι with h | h
    · simp at hq
    · exact_mod_cast Fintype.card_pos
  -- solve `k exp (-p n) ≤ δ` for the number of starts
  have h1 : Real.log (Fintype.card ι / δ) ≤ p * n := by
    rw [div_le_iff₀ hp] at hn
    linarith
  have h2 := (Real.log_le_iff_le_exp (div_pos hk hδ)).mp h1
  rw [div_le_iff₀ hδ] at h2
  have h3 : Fintype.card ι * Real.exp (-(p * n)) ≤ δ := by
    rw [Real.exp_neg, ← div_eq_mul_inv, div_le_iff₀ (Real.exp_pos _)]
    linarith
  linarith [prob_found_add_missed hq n, prob_missed_le_exp hq hp.le hpq n]
```

This is the main result. The hypotheses are normalisation, p > 0, the lower bound p ≤ q(b) for every b, δ > 0, and

n ≥ log(k/δ)/p,

with the natural logarithm. The conclusion is P(all found) ≥ 1 − δ.

By hand, multiply the condition on n by p and exponentiate:

log(k/δ) ≤ pn, hence k/δ ≤ exp(pn), hence k exp(−pn) ≤ δ.

The exponential bound then gives P(some missed) ≤ δ, and the complement rule turns this into the claim. In Lean these three inequalities are `h1`, `h2` (before it is rewritten as k ≤ exp(pn) · δ) and `h3`, and the last `linarith` combines `h3` with the two earlier theorems. The opening step `hk` shows k > 0: with no basins the sum of the q(b) would be 0, not 1. No upper limit on δ is needed, since for δ ≥ 1 the conclusion only says that a probability is at least some number ≤ 0.

For example, with k = 4, p = 0.05 and δ = 0.01 the condition is n ≥ 119.8…, so 120 starts suffice. At fixed p this sufficient count grows logarithmically with k and with 1/δ; at fixed k and δ it is inversely proportional to p. The numbers k and p are not independent: since kp ≤ 1, a larger number of sites eventually forces a smaller p.

The lower bound has to hold for the rarest basin. Suppose p were only the mean basin probability, 1/k. Take two basins with probabilities 9/10 and 1/10, so that p = 1/2, and let δ = 1/2. The condition becomes n ≥ 2 log 4 = 2.77…, which n = 3 satisfies. Yet three starts find both sites with probability

1 − (9/10)³ − (1/10)³ = 0.27,

well short of 1/2. So it is not enough that every basin has positive probability and that p is their mean.

## Equally likely basins

```lean
/-- For `k ≥ 1` equally likely basins and `δ > 0`, any `n ≥ k log (k / δ)` independent starts
find every site with probability at least `1 - δ`. -/
theorem search_cost_uniform [Nonempty ι] {δ : ℝ} (hδ : 0 < δ)
    (hn : Fintype.card ι * Real.log (Fintype.card ι / δ) ≤ n) :
    1 - δ ≤ prob (fun _ : ι => 1 / (Fintype.card ι : ℝ)) (AllFound n) := by
  have hk : (0 : ℝ) < Fintype.card ι := by exact_mod_cast Fintype.card_pos
  refine search_cost (p := 1 / (Fintype.card ι : ℝ)) ?_ (one_div_pos.mpr hk)
    (fun _ => le_rfl) hδ ?_
  · rw [sum_const, card_univ, nsmul_eq_mul]
    exact mul_one_div_cancel hk.ne'
  · rw [div_div_eq_mul_div, div_one]
    linarith
```

If all k basins have probability 1/k, the mean is also the minimum, and p = 1/k is allowed. Since dividing by 1/k is multiplying by k, the condition becomes

n ≥ k log(k/δ).

Here `fun _ : ι => 1 / (Fintype.card ι : ℝ)` is the constant function 1/k. The hypothesis `Nonempty ι` states k ≥ 1 openly, because normalisation is now something to prove: k · (1/k) = 1 needs k ≠ 0. The proof applies `search_cost` and checks its hypotheses.

## How many starts are necessary

```lean
/-- Lower bound on the cost: let the basin probabilities be nonnegative with sum one. If `n`
independent starts find every site with probability at least `1 - δ`, then
`log (1 / δ) ≤ n log (1 / (1 - q b))` for each basin with `q b < 1`. -/
theorem search_cost_lower {q : ι → ℝ} {δ : ℝ} (hq : ∑ b, q b = 1) (h0 : ∀ b, 0 ≤ q b)
    (hs : 1 - δ ≤ prob q (AllFound n)) {b : ι} (hb : q b < 1) :
    Real.log (1 / δ) ≤ n * Real.log (1 / (1 - q b)) := by
  -- missing basin `b` already makes the search incomplete
  have hle : prob q (MissesSite n b) ≤ prob q (SomeMissed n) := by
    unfold prob
    refine sum_le_sum fun s _ => ?_
    by_cases h : MissesSite n b s
    · have hc : SomeMissed n s := ⟨b, h⟩
      rw [if_pos h, if_pos hc]
    · rw [if_neg h]
      split_ifs
      · exact prod_nonneg fun i _ => h0 (s i)
      · exact le_rfl
  rw [prob_missesSite hq n b] at hle
  have h1 : (1 - q b) ^ n ≤ δ := by linarith [prob_found_add_missed hq n]
  have h2 := Real.log_le_log (pow_pos (sub_pos.mpr hb) n) h1
  rw [Real.log_pow] at h2
  rw [one_div, one_div, Real.log_inv, Real.log_inv]
  linarith

end

end MuonSiteSearch
```

The last theorem runs in the other direction. Suppose n starts do find every site with probability at least 1 − δ. Then each basin b with q(b) < 1 satisfies

log(1/δ) ≤ n log(1/(1 − q(b))).

By hand, a search that misses b is incomplete, so

(1 − q(b))ⁿ = P(b missed) ≤ P(some missed) = 1 − P(all found) ≤ δ.

Taking logarithms gives n log(1 − q(b)) ≤ log δ, and changing the sign of both sides gives the claim. The condition q(b) < 1 makes the left side of the chain positive, which also forces δ > 0. In the proof, `hle` is the first inequality of the chain, `h1` is its outcome (1 − q(b))ⁿ ≤ δ, and `h2` is the logarithm of that.

One more step, done by hand and not part of the Lean code, shows what this means for rare sites. Since log x ≤ x − 1, for 0 < q(b) < 1 the number of starts obeys

n ≥ log(1/δ) · (1 − q(b))/q(b).

For a fixed δ < 1, the number of independent starts therefore has to grow at least in proportion to 1/q(b) as q(b) tends to zero.

```lean
#print axioms MuonSiteSearch.search_cost_uniform
#print axioms MuonSiteSearch.search_cost_lower
```

```
'MuonSiteSearch.search_cost_uniform' depends on axioms: [propext, Classical.choice, Quot.sound]
'MuonSiteSearch.search_cost_lower' depends on axioms: [propext, Classical.choice, Quot.sound]
```
